# On a finite spectrum, the squared response of a fixed, energy-diagonal observable to inverse temperature is at most Var(A) Var(E)

A system with finitely many levels in thermal equilibrium can serve as a thermometer: one measures a quantity \(A\) and infers the temperature from its average. A good reading should shift strongly with temperature and fluctuate little, and the file below limits how far both can be had at once.

In Lean 4 with Mathlib:

```lean
import Mathlib

namespace GibbsThermometry

noncomputable section

variable {ι : Type*} [Fintype ι]

/-- The partition function of the levels `E` at inverse temperature `b`. -/
def partitionFunction (E : ι → ℝ) (b : ℝ) : ℝ := ∑ i, Real.exp (-b * E i)

/-- The Gibbs probability of level `i` at inverse temperature `b`. -/
def prob (E : ι → ℝ) (b : ℝ) (i : ι) : ℝ :=
  Real.exp (-b * E i) / partitionFunction E b

/-- The Gibbs average of an observable `A`. -/
def avg (E : ι → ℝ) (b : ℝ) (A : ι → ℝ) : ℝ := ∑ i, prob E b i * A i

/-- The Gibbs covariance of two observables. -/
def cov (E : ι → ℝ) (b : ℝ) (A B : ι → ℝ) : ℝ :=
  avg E b (fun i => (A i - avg E b A) * (B i - avg E b B))

/-- The Gibbs variance of an observable. -/
def var (E : ι → ℝ) (b : ℝ) (A : ι → ℝ) : ℝ := cov E b A A

variable [Nonempty ι]

lemma partitionFunction_pos (E : ι → ℝ) (b : ℝ) : 0 < partitionFunction E b :=
  Finset.sum_pos (fun _ _ => Real.exp_pos _) Finset.univ_nonempty

lemma prob_pos (E : ι → ℝ) (b : ℝ) (i : ι) : 0 < prob E b i :=
  div_pos (Real.exp_pos _) (partitionFunction_pos E b)

lemma sum_prob (E : ι → ℝ) (b : ℝ) : ∑ i, prob E b i = 1 := by
  unfold prob
  rw [← Finset.sum_div]
  exact div_self (partitionFunction_pos E b).ne'

/-- The Gibbs probability of a level changes with inverse temperature at the rate
`p_i (⟨E⟩ - E_i)`. -/
theorem hasDerivAt_prob (E : ι → ℝ) (b : ℝ) (i : ι) :
    HasDerivAt (fun x => prob E x i) (prob E b i * (avg E b E - E i)) b := by
  have hZ0 : partitionFunction E b ≠ 0 := (partitionFunction_pos E b).ne'
  have hw : ∀ j, HasDerivAt (fun x : ℝ => Real.exp (-x * E j))
      (-(E j) * Real.exp (-b * E j)) b := by
    intro j
    have h := ((hasDerivAt_id' b).fun_neg.mul_const (E j)).exp
    exact h.congr_deriv (by ring)
  have hp : ∀ j, partitionFunction E b * prob E b j = Real.exp (-b * E j) :=
    fun j => mul_div_cancel₀ _ hZ0
  -- the derivative of the partition function is `-Z ⟨E⟩`
  have hsum : ∑ j, -(E j) * Real.exp (-b * E j) = -(partitionFunction E b * avg E b E) := by
    rw [avg, Finset.mul_sum, ← Finset.sum_neg_distrib]
    exact Finset.sum_congr rfl (fun j _ => by linear_combination (E j) * hp j)
  have h0 : HasDerivAt (fun x : ℝ => ∑ j, Real.exp (-x * E j))
      (∑ j, -(E j) * Real.exp (-b * E j)) b := HasDerivAt.fun_sum fun j _ => hw j
  have hZ : HasDerivAt (partitionFunction E) (-(partitionFunction E b * avg E b E)) b := by
    rw [← hsum]
    exact h0
  refine ((hw i).fun_div hZ hZ0).congr_deriv ?_
  unfold prob
  field_simp
  ring

/-- The response of a Gibbs average to inverse temperature is minus the covariance of the
observable with the energy. -/
theorem hasDerivAt_avg (E A : ι → ℝ) (b : ℝ) :
    HasDerivAt (fun x => avg E x A) (-cov E b A E) b := by
  have h : HasDerivAt (fun x => ∑ i, prob E x i * A i)
      (∑ i, prob E b i * (avg E b E - E i) * A i) b :=
    HasDerivAt.fun_sum fun i _ => (hasDerivAt_prob E b i).mul_const (A i)
  refine h.congr_deriv ?_
  -- energy deviations average to zero
  have h0 : ∑ i, prob E b i * (E i - avg E b E) = 0 := by
    have h1 : ∑ i, prob E b i * (E i - avg E b E)
        = ∑ i, prob E b i * E i - (∑ i, prob E b i) * avg E b E := by
      rw [Finset.sum_mul, ← Finset.sum_sub_distrib]
      exact Finset.sum_congr rfl (fun i _ => by ring)
    rw [h1, sum_prob, one_mul]
    exact sub_self _
  have h2 : ∑ i, prob E b i * (avg E b E - E i) * A i
      = -(∑ i, prob E b i * ((A i - avg E b A) * (E i - avg E b E)))
        - avg E b A * ∑ i, prob E b i * (E i - avg E b E) := by
    rw [Finset.mul_sum, ← Finset.sum_neg_distrib, ← Finset.sum_sub_distrib]
    exact Finset.sum_congr rfl (fun i _ => by ring)
  have hc : cov E b A E
      = ∑ i, prob E b i * ((A i - avg E b A) * (E i - avg E b E)) := rfl
  rw [hc]
  linear_combination h2 - avg E b A * h0

/-- The squared Gibbs covariance of two observables is at most the product of their variances. -/
theorem cov_sq_le (E A B : ι → ℝ) (b : ℝ) :
    cov E b A B ^ 2 ≤ var E b A * var E b B :=
  Finset.sum_sq_le_sum_mul_sum_of_sq_le_mul Finset.univ
    (fun i _ => mul_nonneg (prob_pos E b i).le (mul_self_nonneg _))
    (fun i _ => mul_nonneg (prob_pos E b i).le (mul_self_nonneg _))
    (fun i _ => le_of_eq (by ring))

/-- Thermometry bound: the squared response of `⟨A⟩` to inverse temperature is at most the
variance of `A` times the variance of the energy. -/
theorem thermometry_bound (E A : ι → ℝ) (b : ℝ) :
    (deriv (fun x => avg E x A) b) ^ 2 ≤ var E b A * var E b E := by
  rw [(hasDerivAt_avg E A b).deriv, neg_sq]
  exact cov_sq_le E A E b

/-- An observable that is an affine function of the energy attains the thermometry bound. -/
theorem affine_saturates (E A : ι → ℝ) (b c d : ℝ) (hA : ∀ i, A i = c + d * E i) :
    (deriv (fun x => avg E x A) b) ^ 2 = var E b A * var E b E := by
  have havg : avg E b A = c + d * avg E b E := by
    have h : ∑ i, prob E b i * A i
        = (∑ i, prob E b i) * c + d * ∑ i, prob E b i * E i := by
      rw [Finset.sum_mul, Finset.mul_sum, ← Finset.sum_add_distrib]
      exact Finset.sum_congr rfl (fun i _ => by rw [hA i]; ring)
    rw [sum_prob, one_mul] at h
    exact h
  -- deviations of `A` are proportional to those of the energy
  have hx : ∀ i, A i - avg E b A = d * (E i - avg E b E) := fun i => by
    rw [hA i, havg]; ring
  have hC : cov E b A E = d * var E b E := by
    change ∑ i, prob E b i * ((A i - avg E b A) * (E i - avg E b E))
      = d * ∑ i, prob E b i * ((E i - avg E b E) * (E i - avg E b E))
    rw [Finset.mul_sum]
    exact Finset.sum_congr rfl (fun i _ => by rw [hx i]; ring)
  have hV : var E b A = d ^ 2 * var E b E := by
    change ∑ i, prob E b i * ((A i - avg E b A) * (A i - avg E b A))
      = d ^ 2 * ∑ i, prob E b i * ((E i - avg E b E) * (E i - avg E b E))
    rw [Finset.mul_sum]
    exact Finset.sum_congr rfl (fun i _ => by rw [hx i]; ring)
  rw [(hasDerivAt_avg E A b).deriv, hC, hV]
  ring

/-- If at least two levels differ, the thermometry bound is attained exactly by the observables
that are affine functions of the energy. -/
theorem saturation_iff_affine (E A : ι → ℝ) (b : ℝ) (hE : ∃ i j, E i ≠ E j) :
    (deriv (fun x => avg E x A) b) ^ 2 = var E b A * var E b E ↔
      ∃ c d : ℝ, ∀ i, A i = c + d * E i := by
  refine ⟨fun h => ?_, fun ⟨c, d, hA⟩ => affine_saturates E A b c d hA⟩
  rw [(hasDerivAt_avg E A b).deriv] at h
  have hv : 0 < var E b E := by
    obtain ⟨i, j, hij⟩ := hE
    have hk : ∃ k, E k - avg E b E ≠ 0 := by
      by_contra hc
      simp only [ne_eq, not_exists, not_not] at hc
      exact hij (by linarith [hc i, hc j])
    obtain ⟨k, hk⟩ := hk
    exact Finset.sum_pos' (fun i _ => mul_nonneg (prob_pos E b i).le (mul_self_nonneg _))
      ⟨k, Finset.mem_univ k, mul_pos (prob_pos E b k) (mul_self_pos.2 hk)⟩
  -- expand the mean square of `v δA - c δE`
  have hres : ∀ v c : ℝ,
      ∑ i, prob E b i * (v * (A i - avg E b A) - c * (E i - avg E b E)) ^ 2
        = v ^ 2 * var E b A - 2 * v * c * cov E b A E + c ^ 2 * var E b E := by
    intro v c
    change _ = v ^ 2 * ∑ i, prob E b i * ((A i - avg E b A) * (A i - avg E b A))
      - 2 * v * c * ∑ i, prob E b i * ((A i - avg E b A) * (E i - avg E b E))
      + c ^ 2 * ∑ i, prob E b i * ((E i - avg E b E) * (E i - avg E b E))
    rw [Finset.mul_sum, Finset.mul_sum, Finset.mul_sum, ← Finset.sum_sub_distrib,
      ← Finset.sum_add_distrib]
    exact Finset.sum_congr rfl (fun i _ => by ring)
  -- at equality this mean square vanishes, hence so does every term
  have hs := (hres (var E b E) (cov E b A E)).trans
    (show _ = (0 : ℝ) by linear_combination (-var E b E) * h)
  rw [Finset.sum_eq_zero_iff_of_nonneg
    (fun i _ => mul_nonneg (prob_pos E b i).le (sq_nonneg _))] at hs
  refine ⟨avg E b A - cov E b A E / var E b E * avg E b E,
    cov E b A E / var E b E, fun i => ?_⟩
  have hi := (pow_eq_zero_iff two_ne_zero).1
    ((mul_eq_zero.1 (hs i (Finset.mem_univ i))).resolve_left (prob_pos E b i).ne')
  have hd : A i - avg E b A = cov E b A E / var E b E * (E i - avg E b E) := by
    rw [div_mul_eq_mul_div, eq_div_iff hv.ne']
    linear_combination hi
  linear_combination hd

/-- If `⟨A⟩` responds to inverse temperature, the error-propagation variance
`Var(A) / (d⟨A⟩/db)²` is at least `1 / Var(E)`. -/
theorem error_propagation_bound (E A : ι → ℝ) (b : ℝ)
    (hD : deriv (fun x => avg E x A) b ≠ 0) :
    1 / var E b E ≤ var E b A / (deriv (fun x => avg E x A) b) ^ 2 := by
  have hb := thermometry_bound E A b
  have hD2 : 0 < (deriv (fun x => avg E x A) b) ^ 2 := by positivity
  have hV0 : 0 ≤ var E b E :=
    Finset.sum_nonneg fun i _ => mul_nonneg (prob_pos E b i).le (mul_self_nonneg _)
  have hV : 0 < var E b E := by
    refine lt_of_le_of_ne hV0 (fun h => ?_)
    rw [← h, mul_zero] at hb
    exact absurd hb (not_le_of_gt hD2)
  rw [div_le_div_iff₀ hV hD2]
  linarith

/-- At temperature `T ≠ 0`, with `b = 1/T`, the slope of `⟨A⟩` in `T` is `Cov(A,E)/T²`, and its
square is at most `Var(A) Var(E)/T⁴`. -/
theorem temperature_response_bound (E A : ι → ℝ) (T : ℝ) (hT : T ≠ 0) :
    HasDerivAt (fun x => avg E x⁻¹ A) (cov E T⁻¹ A E / T ^ 2) T ∧
      (cov E T⁻¹ A E / T ^ 2) ^ 2 ≤ var E T⁻¹ A * var E T⁻¹ E / T ^ 4 := by
  constructor
  · have h := (hasDerivAt_avg E A T⁻¹).comp T (hasDerivAt_inv hT)
    exact h.congr_deriv (by ring)
  · have e : (cov E T⁻¹ A E / T ^ 2) ^ 2 = cov E T⁻¹ A E ^ 2 / T ^ 4 := by
      rw [div_pow, ← pow_mul]
    rw [e]
    exact div_le_div_of_nonneg_right (cov_sq_le E A E T⁻¹) (by positivity)

end

end GibbsThermometry
```

```lean
#print axioms GibbsThermometry.saturation_iff_affine
-- 'GibbsThermometry.saturation_iff_affine' depends on axioms: [propext, Classical.choice, Quot.sound]
#print axioms GibbsThermometry.error_propagation_bound
-- 'GibbsThermometry.error_propagation_bound' depends on axioms: [propext, Classical.choice, Quot.sound]
#print axioms GibbsThermometry.temperature_response_bound
-- 'GibbsThermometry.temperature_response_bound' depends on axioms: [propext, Classical.choice, Quot.sound]
```

The finite nonempty type `ι` labels the energy eigenstates, so degenerate levels are allowed. The functions `E` and `A` give each state its energy \(E_i\) and its reading \(A_i\). With \(b=1/T\) and \(k_B=1\), the Gibbs probabilities `prob` are

\[
p_i=\frac{e^{-bE_i}}{Z},\qquad Z=\sum_j e^{-bE_j}.
\]

Averages \(\langle\cdot\rangle\) (`avg`) are sums weighted by \(p_i\). Writing \(\delta A_i=A_i-\langle A\rangle\) and \(\delta E_i=E_i-\langle E\rangle\), the covariance `cov` is \(\mathrm{Cov}(A,E)=\langle\delta A\,\delta E\rangle\), and `var` is the covariance of an observable with itself. Since `A` is a fixed function on `ι`, it does not depend on \(b\), and in quantum terms it is diagonal in the energy basis. Observables that do not commute with the Hamiltonian are not covered, nor are infinite spectra.

The response follows from differentiating the weights. Since \(Z'=-\sum_jE_je^{-bE_j}=-Z\langle E\rangle\), the quotient rule gives

\[
p_i'=\frac{-E_ie^{-bE_i}}{Z}+\frac{e^{-bE_i}\langle E\rangle}{Z}=p_i(\langle E\rangle-E_i),
\]

which is `hasDerivAt_prob`. Multiplying by \(A_i=\delta A_i+\langle A\rangle\) and summing,

\[
\frac{d\langle A\rangle}{db}=-\sum_ip_i\,\delta A_i\,\delta E_i-\langle A\rangle\sum_ip_i\,\delta E_i=-\mathrm{Cov}(A,E),
\]

because energy deviations average to zero. In `hasDerivAt_avg`, `h0` is that vanishing sum and `h2` is the split. For such a finite-level model, a canonical simulation at one temperature can therefore estimate the slope of \(\langle A\rangle\) from fluctuations alone.

Cauchy–Schwarz, applied to the vectors \(\sqrt{p_i}\,\delta A_i\) and \(\sqrt{p_i}\,\delta E_i\), now gives `thermometry_bound`:

\[
\left(\frac{d\langle A\rangle}{db}\right)^2=\mathrm{Cov}(A,E)^2\le\mathrm{Var}(A)\,\mathrm{Var}(E).
\]

The inequality turns on the Mathlib lemma `Finset.sum_sq_le_sum_mul_sum_of_sq_le_mul`. It says that if \(f_i,g_i\ge0\) and \(r_i^2\le f_ig_i\) for every \(i\), then \((\sum r_i)^2\le(\sum f_i)(\sum g_i)\). In `cov_sq_le` the choice is \(r_i=p_i\,\delta A_i\,\delta B_i\), \(f_i=p_i\,\delta A_i^2\) and \(g_i=p_i\,\delta B_i^2\), with `B` later set to `E`. The termwise condition is then an equality that `ring` checks, and no square roots of probabilities appear.

If \(A_i=c+dE_i\), then \(\delta A_i=d\,\delta E_i\), so \(\mathrm{Cov}(A,E)=d\,\mathrm{Var}(E)\) and \(\mathrm{Var}(A)=d^2\,\mathrm{Var}(E)\). Both sides of the bound equal \(d^2\,\mathrm{Var}(E)^2\), as `affine_saturates` states.

The converse in `saturation_iff_affine` assumes that at least two energies differ; otherwise both sides vanish for every \(A\). Two different energies cannot both equal \(\langle E\rangle\), so \(V=\mathrm{Var}(E)>0\). With \(C=\mathrm{Cov}(A,E)\), the expansion `hres` gives

\[
\sum_ip_i(V\delta A_i-C\delta E_i)^2=V^2\,\mathrm{Var}(A)-2VC^2+C^2V=V\bigl(V\,\mathrm{Var}(A)-C^2\bigr).
\]

At equality this is zero. Each term is nonnegative and each \(p_i\) is positive, so \(A_i=\langle A\rangle+(C/V)(E_i-\langle E\rangle)\) for every state.

When the slope is nonzero, the bound forces \(\mathrm{Var}(E)>0\), and division gives `error_propagation_bound`:

\[
\frac{\mathrm{Var}(A)}{(d\langle A\rangle/db)^2}\ge\frac1{\mathrm{Var}(E)}.
\]

The left side is the linear error-propagation estimate of the variance in \(b\) from one reading; the theorem does not treat general estimators. For temperature, \(db/dT=-1/T^2\) turns the slope into \(\mathrm{Cov}(A,E)/T^2\), whose square is at most \(\mathrm{Var}(A)\,\mathrm{Var}(E)/T^4\). This is `temperature_response_bound`, valid for any \(T\ne0\).

As an example, take energies \(0,1,2\) at \(b=\ln2\), and let \(A\) be \(1\) on the top level and \(0\) elsewhere. The weights \(1,\tfrac12,\tfrac14\) give probabilities \(\tfrac47,\tfrac27,\tfrac17\). Then \(\langle E\rangle=\tfrac47\), \(\langle E^2\rangle=\tfrac67\) and \(\langle A\rangle=\tfrac17\), so

\[
\mathrm{Var}(E)=\tfrac{26}{49},\qquad \mathrm{Var}(A)=\tfrac{6}{49},\qquad \mathrm{Cov}(A,E)=\tfrac27-\tfrac4{49}=\tfrac{10}{49}.
\]

The squared response is \(100/2401\), below the bound \(156/2401\). The inequality is strict, as it must be, since \(0,0,1\) is not an affine function of \(0,1,2\). The error-propagation variance is \(2.94\), against a minimum of \(49/26\approx1.88\), which the energy itself attains.
